# Contour integral of z G(z)/(2πi) around a circle avoiding the poles: the weighted sum of the enclosed poles of a finite Lehmann sum

A Green's-function code for electrons in a finite basis often needs the energy carried by the occupied states, and it can evaluate its Green's function G at a complex energy z more comfortably than on the real axis, where G has its poles. The code then integrates z G(z) along a closed curve around the occupied part of the spectrum. The question is what that integral equals, and under which conditions. When G is a finite sum of simple poles and the curve is a circle that meets none of them, the answer is exact.

## The identity

Let k run over a finite set of labels, let a_k and e_k be complex weights and poles, and put

    G(z) = Σ_k a_k / (z − e_k).

Let C be the circle with complex centre c and radius R > 0, traversed once counterclockwise, with |e_k − c| ≠ R for every k. Then z G(z) is integrable on C and

    (1/2πi) ∮_C z G(z) dz = Σ_{k : |e_k − c| < R} a_k e_k.

For a square complex matrix H that is diagonalisable with eigenvalues e_k, listed with multiplicity and none of them on C, the trace of the resolvent is such a sum with all a_k = 1, and

    (1/2πi) ∮_C z Tr (z − H)⁻¹ dz = Σ_{k : |e_k − c| < R} e_k,

where z − H means z times the unit matrix minus H.

## Band energies and first moments in a code

For non-interacting electrons at zero temperature in a finite orthonormal basis, with a circle around exactly the occupied levels of the one-particle Hamiltonian H, the second formula is the band energy, obtained from inverses of z − H without diagonalising. Each label counts once, so a spin factor of two must be supplied unless spin is part of the label. For an interacting system in its ground state at zero temperature, with a finite many-body space, a diagonal element of the one-particle G has the pole form with e_k the addition energies E_n(N+1) − E_0(N) and the removal energies E_0(N) − E_n(N−1), the latter being minus the ionisation energies, and a_k the squared moduli of the transition amplitudes; here N is the number of electrons in the ground state and E_n(M) are the energies of the system with M electrons, n = 0 being the lowest; a circle around all the removal poles and no addition pole then gives the first moment of the removal spectrum of that element, whose sum over an orthonormal basis is one ingredient of the Galitskii–Migdal energy and not the total energy itself. For real e_k, the condition |e_k − c| ≠ R says that no pole sits at a point where the circle meets the real axis. A code also relies on the identity when it moves the contour: centre and radius may change freely as long as no pole is touched and the same poles stay inside.

## One pole, a finite sum, a trace

Take one pole w with weight a and split the integrand:

    z a / (z − w) = a + a w / (z − w).

On C write z = c + R e^{iθ}, so dz = i R e^{iθ} dθ with θ from 0 to 2π. For any integer m,

    ∮_C (z − c)^m dz = i R^{m+1} ∫_0^{2π} e^{i(m+1)θ} dθ,

which is 2πi for m = −1 and 0 otherwise. The case m = 0 removes the constant a. For |w − c| < R, write z − w = (z − c) − (w − c) and expand:

    1/(z − w) = Σ_{n ≥ 0} (w − c)^n / (z − c)^{n+1}.

The series converges uniformly on C with ratio |w − c|/R < 1, only n = 0 survives the integration, and ∮_C dz/(z − w) = 2πi. For |w − c| > R expand the other way:

    1/(z − w) = − Σ_{n ≥ 0} (z − c)^n / (w − c)^{n+1}.

Every power is non-negative, so the integral is 0. A pole inside therefore contributes a w to (1/2πi) ∮_C, and a pole outside contributes nothing. Each term is continuous on C because z ≠ w there, so the integral of the finite sum is the sum of the integrals, and the identity follows.

With a weight function f in place of z, holomorphic in the open disc |z − c| < R and continuous on the closed disc, Cauchy's integral formula and Cauchy's theorem replace the two series:

    (1/2πi) ∮_C f(z) G(z) dz = Σ_{k : |e_k − c| < R} a_k f(e_k).

For the matrix case let H = U D V with D = diag(e_k) and square matrices U, V obeying V U = 1, hence also U V = 1. Then z − H = U (z − D) V, and for z different from every e_k

    U (z − D) V · U (z − D)⁻¹ V = U (z − D)(z − D)⁻¹ V = U V = 1.

So (z − H)⁻¹ = U (z − D)⁻¹ V, and cyclicity of the trace gives

    Tr (z − H)⁻¹ = Tr [V U (z − D)⁻¹] = Σ_k 1/(z − e_k).

This holds at every point of C, which is all the integral sees. For Hermitian H, U can be chosen as a unitary matrix of eigenvectors, with V = U†.

## The Lean file

```lean
import Mathlib

open Complex Metric Matrix
open scoped Real

namespace LehmannContourEnergy

noncomputable section

variable {ι : Type*} [Fintype ι]

/-- Green's function in Lehmann form, `G(z) = ∑ₖ aₖ / (z - eₖ)`, with finitely many
complex weights `aₖ` and poles `eₖ`. -/
def lehmann (a e : ι → ℂ) (z : ℂ) : ℂ := ∑ k, a k / (z - e k)

/-- `1/(2πi)` times the counterclockwise integral of `F` over the circle with centre `c`
and radius `R`. -/
def contourAvg (c : ℂ) (R : ℝ) (F : ℂ → ℂ) : ℂ :=
  (2 * π * I : ℂ)⁻¹ * ∮ z in C(c, R), F z

/-- The labels of the poles lying strictly inside the circle with centre `c`, radius `R`. -/
def enclosed (e : ι → ℂ) (c : ℂ) (R : ℝ) : Finset ι :=
  Finset.univ.filter fun k => ‖e k - c‖ < R

/-- If `f` is holomorphic in the disc and continuous up to its boundary, and the pole `w` is
not on the circle, then `f(z) a / (z - w)` is continuous on the circle. -/
theorem pole_continuousOn {c w : ℂ} {R : ℝ} (hR : 0 < R) {f : ℂ → ℂ}
    (hf : DiffContOnCl ℂ f (ball c R)) (a : ℂ) (hw : ‖w - c‖ ≠ R) :
    ContinuousOn (fun z => f z * (a / (z - w))) (sphere c R) := by
  have hc : ContinuousOn f (closedBall c R) := by
    rw [← closure_ball c hR.ne']
    exact hf.continuousOn
  have hne : ∀ z ∈ sphere c R, z - w ≠ 0 := by
    intro z hz h
    have hz' := mem_sphere_iff_norm.mp hz
    rw [sub_eq_zero.mp h] at hz'
    exact hw hz'
  have hp : ContinuousOn (fun z : ℂ => a / (z - w)) (sphere c R) :=
    ContinuousOn.div continuousOn_const (by fun_prop) hne
  exact (hc.mono sphere_subset_closedBall).mul hp

/-- A pole `w` inside the circle contributes its residue `a f(w)`. -/
theorem pole_inside {c w : ℂ} {R : ℝ} {f : ℂ → ℂ}
    (hf : DiffContOnCl ℂ f (ball c R)) (a : ℂ) (hw : ‖w - c‖ < R) :
    contourAvg c R (fun z => f z * (a / (z - w))) = a * f w := by
  -- Cauchy's integral formula
  have h := hf.circleIntegral_sub_inv_smul (mem_ball_iff_norm.mpr hw)
  have hfun : (fun z => f z * (a / (z - w))) = fun z => a • ((z - w)⁻¹ • f z) := by
    funext z
    simp only [smul_eq_mul]
    ring
  rw [hfun]
  simp only [contourAvg]
  rw [circleIntegral.integral_smul, h, smul_eq_mul, smul_eq_mul, mul_left_comm _ a,
    inv_mul_cancel_left₀ two_pi_I_ne_zero]

/-- A pole `w` outside the circle contributes nothing. -/
theorem pole_outside {c w : ℂ} {R : ℝ} (hR : 0 < R) {f : ℂ → ℂ}
    (hf : DiffContOnCl ℂ f (ball c R)) (a : ℂ) (hw : R < ‖w - c‖) :
    contourAvg c R (fun z => f z * (a / (z - w))) = 0 := by
  have hc : ContinuousOn f (closedBall c R) := by
    rw [← closure_ball c hR.ne']
    exact hf.continuousOn
  have hne : ∀ z ∈ closedBall c R, z - w ≠ 0 := by
    intro z hz h
    have hz' := mem_closedBall_iff_norm.mp hz
    rw [sub_eq_zero.mp h] at hz'
    linarith
  have hp : ContinuousOn (fun z : ℂ => a / (z - w)) (closedBall c R) :=
    ContinuousOn.div continuousOn_const (by fun_prop) hne
  -- the integrand is holomorphic in the whole disc: Cauchy's theorem
  have h : (∮ z in C(c, R), f z * (a / (z - w))) = 0 := by
    apply circleIntegral_eq_zero_of_differentiable_on_off_countable hR.le Set.countable_empty
    · exact hc.mul hp
    · intro z hz
      have hd : DifferentiableAt ℂ (fun z : ℂ => a / (z - w)) z :=
        DifferentiableAt.div (differentiableAt_const a) (by fun_prop)
          (hne z (ball_subset_closedBall hz.1))
      exact (hf.differentiableAt isOpen_ball hz.1).mul hd
  simp only [contourAvg]
  rw [h, mul_zero]

/-- For `f` holomorphic in the disc and continuous up to its boundary, and no pole on the
circle, `f G` is integrable on the circle and `(1/2πi) ∮ f G = ∑ aₖ f(eₖ)` over enclosed poles. -/
theorem contour_weight (a e : ι → ℂ) {c : ℂ} {R : ℝ} (hR : 0 < R) (he : ∀ k, ‖e k - c‖ ≠ R)
    {f : ℂ → ℂ} (hf : DiffContOnCl ℂ f (ball c R)) :
    CircleIntegrable (fun z => f z * lehmann a e z) c R ∧
      contourAvg c R (fun z => f z * lehmann a e z) = ∑ k ∈ enclosed e c R, a k * f (e k) := by
  have hcont := fun k => pole_continuousOn hR hf (a k) (he k)
  have hint := fun k => (hcont k).circleIntegrable hR.le
  have hsplit : (fun z => f z * lehmann a e z) = fun z => ∑ k, f z * (a k / (z - e k)) := by
    funext z
    simp only [lehmann, Finset.mul_sum]
  -- the contour integral is additive over the finitely many poles
  have hsum : contourAvg c R (fun z => ∑ k, f z * (a k / (z - e k)))
      = ∑ k, contourAvg c R (fun z => f z * (a k / (z - e k))) := by
    simp only [contourAvg]
    rw [← Finset.mul_sum]
    congr 1
    exact circleIntegral.integral_fun_sum fun k _ => hint k
  rw [hsplit]
  refine ⟨ContinuousOn.circleIntegrable hR.le ?_, ?_⟩
  · exact continuousOn_finsetSum _ fun k _ => hcont k
  · rw [hsum, enclosed, Finset.sum_filter]
    refine Finset.sum_congr rfl fun k _ => ?_
    split_ifs with h
    · exact pole_inside hf (a k) h
    · exact pole_outside hR hf (a k) (lt_of_le_of_ne (not_lt.mp h) (he k).symm)

/-- If no pole lies on the circle, `z G(z)` is integrable on it and `(1/2πi) ∮ z G(z) dz = ∑ aₖ eₖ`
over the enclosed poles. -/
theorem contour_energy (a e : ι → ℂ) {c : ℂ} {R : ℝ} (hR : 0 < R)
    (he : ∀ k, ‖e k - c‖ ≠ R) :
    CircleIntegrable (fun z => z * lehmann a e z) c R ∧
      contourAvg c R (fun z => z * lehmann a e z) = ∑ k ∈ enclosed e c R, a k * e k := by
  have hf : DiffContOnCl ℂ (fun z : ℂ => z) (ball c R) := differentiable_id.diffContOnCl
  exact contour_weight a e hR he hf

/-- Two circles that avoid all poles and enclose the same poles give the same value of
`(1/2πi) ∮ z G(z) dz`. -/
theorem contour_energy_deformation (a e : ι → ℂ) {c c' : ℂ} {R R' : ℝ} (hR : 0 < R)
    (hR' : 0 < R') (he : ∀ k, ‖e k - c‖ ≠ R) (he' : ∀ k, ‖e k - c'‖ ≠ R')
    (hsame : enclosed e c R = enclosed e c' R') :
    contourAvg c R (fun z => z * lehmann a e z)
      = contourAvg c' R' (fun z => z * lehmann a e z) := by
  rw [(contour_energy a e hR he).2, (contour_energy a e hR' he').2, hsame]

variable [DecidableEq ι]

/-- For `H = U diag(e) V` with `V U = 1` and `z` different from every `eₖ`, the matrix `z - H`
is invertible and `Tr (z - H)⁻¹ = ∑ₖ 1 / (z - eₖ)`. -/
theorem trace_resolvent {H U V : Matrix ι ι ℂ} {e : ι → ℂ} (hVU : V * U = 1)
    (hH : H = U * diagonal e * V) {z : ℂ} (hz : ∀ k, z ≠ e k) :
    IsUnit (z • (1 : Matrix ι ι ℂ) - H).det ∧
      Matrix.trace (z • (1 : Matrix ι ι ℂ) - H)⁻¹ = lehmann (fun _ => 1) e z := by
  have hUV : U * V = 1 := _root_.mul_eq_one_comm.mp hVU
  have hd : diagonal (fun k => z - e k) = z • (1 : Matrix ι ι ℂ) - diagonal e := by
    ext i j
    by_cases h : i = j <;> simp [h]
  have h1 : z • (1 : Matrix ι ι ℂ) - H = U * diagonal (fun k => z - e k) * V := by
    rw [hd, hH, Matrix.mul_sub, Matrix.sub_mul, Matrix.mul_smul, Matrix.smul_mul,
      Matrix.mul_one, hUV]
  have hdd : diagonal (fun k => z - e k) * diagonal (fun k => (z - e k)⁻¹) = 1 := by
    rw [diagonal_mul_diagonal, ← diagonal_one]
    congr 1
    funext k
    exact mul_inv_cancel₀ (sub_ne_zero.mpr (hz k))
  -- the resolvent is diagonal in the same basis
  have h2 : (z • (1 : Matrix ι ι ℂ) - H) * (U * diagonal (fun k => (z - e k)⁻¹) * V) = 1 := by
    rw [h1]
    calc U * diagonal (fun k => z - e k) * V * (U * diagonal (fun k => (z - e k)⁻¹) * V)
        = U * (diagonal (fun k => z - e k) * (V * U) * diagonal (fun k => (z - e k)⁻¹)) * V := by
          simp only [Matrix.mul_assoc]
      _ = 1 := by rw [hVU, Matrix.mul_one, hdd, Matrix.mul_one, hUV]
  refine ⟨Matrix.isUnit_det_of_right_inverse h2, ?_⟩
  rw [Matrix.inv_eq_right_inv h2, Matrix.trace_mul_cycle, hVU, Matrix.one_mul,
    Matrix.trace_diagonal]
  simp [lehmann]

/-- For `H = U diag(e) V` with `V U = 1` and a circle through none of the `eₖ`,
`(1/2πi) ∮ z Tr (z - H)⁻¹ dz` is the sum of the enclosed `eₖ`. -/
theorem band_energy {H U V : Matrix ι ι ℂ} {e : ι → ℂ} (hVU : V * U = 1)
    (hH : H = U * diagonal e * V) {c : ℂ} {R : ℝ} (hR : 0 < R) (he : ∀ k, ‖e k - c‖ ≠ R) :
    contourAvg c R (fun z => z * Matrix.trace (z • (1 : Matrix ι ι ℂ) - H)⁻¹)
      = ∑ k ∈ enclosed e c R, e k := by
  have h := (contour_energy (fun _ => 1) e hR he).2
  simp only [one_mul] at h
  rw [← h]
  simp only [contourAvg]
  congr 1
  refine circleIntegral.integral_congr hR.le fun z hz => ?_
  have hz' : ∀ k, z ≠ e k := fun k hk => he k (hk ▸ mem_sphere_iff_norm.mp hz)
  simp only [(trace_resolvent hVU hH hz').2]

/-- For a Hermitian Hamiltonian `H` and a circle through none of its eigenvalues,
`(1/2πi) ∮ z Tr (z - H)⁻¹ dz` is the sum of the enclosed eigenvalues, with multiplicity. -/
theorem band_energy_hermitian {H : Matrix ι ι ℂ} (hH : H.IsHermitian) {c : ℂ} {R : ℝ}
    (hR : 0 < R) (he : ∀ k, ‖(hH.eigenvalues k : ℂ) - c‖ ≠ R) :
    contourAvg c R (fun z => z * Matrix.trace (z • (1 : Matrix ι ι ℂ) - H)⁻¹)
      = ∑ k ∈ enclosed (fun k => (hH.eigenvalues k : ℂ)) c R, (hH.eigenvalues k : ℂ) := by
  have hu : star (hH.eigenvectorUnitary : Matrix ι ι ℂ) * hH.eigenvectorUnitary = 1 :=
    Matrix.mem_unitaryGroup_iff'.mp hH.eigenvectorUnitary.2
  -- spectral theorem
  have hs : H = (hH.eigenvectorUnitary : Matrix ι ι ℂ) *
      diagonal (fun k => (hH.eigenvalues k : ℂ)) *
        star (hH.eigenvectorUnitary : Matrix ι ι ℂ) := by
    have h := hH.spectral_theorem
    exact h
  exact band_energy hu hs hR he

/-- The matrix `[[1, 2], [0, 3]]` with `e = (1, 3)`, the displayed `U` and `V`, and the circle of
radius `2` about `0` satisfy the hypotheses `hVU`, `hH` and `he` of `band_energy`. -/
theorem band_energy_witness :
    (!![1, -1; 0, 1] * !![1, 1; 0, 1] : Matrix (Fin 2) (Fin 2) ℂ) = 1 ∧
      (!![1, 2; 0, 3] : Matrix (Fin 2) (Fin 2) ℂ)
        = !![1, 1; 0, 1] * diagonal ![1, 3] * !![1, -1; 0, 1] ∧
      ∀ k : Fin 2, ‖(![1, 3] : Fin 2 → ℂ) k - 0‖ ≠ 2 := by
  refine ⟨?_, ?_, ?_⟩
  · ext i j
    fin_cases i <;> fin_cases j <;> simp [Matrix.mul_apply, Fin.sum_univ_two]
  · have hd : diagonal (![1, 3] : Fin 2 → ℂ) = !![1, 0; 0, 3] := by
      ext i j
      fin_cases i <;> fin_cases j <;> simp
    rw [hd, Matrix.mul_fin_two, Matrix.mul_fin_two]
    ext i j
    fin_cases i <;> fin_cases j <;> simp <;> norm_num
  · rw [Fin.forall_fin_two]
    constructor <;> simp <;> norm_num

end

end LehmannContourEnergy
```

```lean
#print axioms LehmannContourEnergy.contour_weight
#print axioms LehmannContourEnergy.contour_energy_deformation
#print axioms LehmannContourEnergy.band_energy_hermitian
```

```
'LehmannContourEnergy.contour_weight' depends on axioms: [propext, Classical.choice, Quot.sound]
'LehmannContourEnergy.contour_energy_deformation' depends on axioms: [propext, Classical.choice, Quot.sound]
'LehmannContourEnergy.band_energy_hermitian' depends on axioms: [propext, Classical.choice, Quot.sound]
```

## The definitions and theorems in words

The type `ι` is the finite set of labels. It may be empty, in which case both sides are 0, and two labels may carry the same pole, so degenerate levels count with multiplicity. `lehmann a e z` is G(z), with the sign convention z − e_k in the denominator. `contourAvg c R F` is (1/2πi) ∮_C F dz, using Mathlib's `∮ z in C(c, R), F z`, which is the θ-integral over the counterclockwise parametrisation above. `enclosed e c R` is the set of labels with `‖e k - c‖ < R`. The hypotheses `hR` and `he` are R > 0 and the absence of poles on the circle; `he` applies to every label, including one of weight zero.

`contour_weight` is the formula for general f and `contour_energy` the case f(z) = z; each is a conjunction of `CircleIntegrable` and the equation. In Lean, division by zero, the inverse of a singular matrix and the integral of a non-integrable function all return 0, which is why the integrability clause, and the clause `IsUnit (z • (1 : Matrix ι ι ℂ) - H).det` in `trace_resolvent`, are part of the statements. `contour_energy_deformation` equates the integrals over two admissible circles under `hsame`, equality of the two sets of enclosed labels. `band_energy` assumes the factorisation through `hVU` and `hH`; `band_energy_hermitian` assumes only `H.IsHermitian` and speaks of the real numbers `hH.eigenvalues k`, regarded as complex. These two state the equation alone.

`band_energy_witness` checks V U = 1, H = U D V and |e_k| ≠ 2 for the non-Hermitian H with rows (1, 2) and (0, 3), poles e_0 = 1 and e_1 = 3, U with rows (1, 1) and (0, 1), V with rows (1, −1) and (0, 1), and c = 0, R = 2. The second column of U is the unnormalised eigenvector (1, 1); normalising it to (1, 1)/√2 changes the second row of V to (0, √2). Only e_0 is inside, so the expected value of (1/2πi) ∮_C z Tr (z − H)⁻¹ dz is 1, a convenient check for a quadrature routine, though the theorem stops at the three conditions.

## How the lemmas follow the derivation

`pole_continuousOn` shows that f(z) a/(z − w) is continuous on the circle; its step `hne` is the observation that z = w on C would force |w − c| = R. This lemma and the next two assume, through `hf`, that f is holomorphic in the open disc and continuous on the closed disc. `pole_inside` pulls a out of the integral, applies Cauchy's formula and cancels 2πi. `pole_outside` proves z − w ≠ 0 on the whole closed disc, so the integrand is continuous there and differentiable inside, and `circleIntegral_eq_zero_of_differentiable_on_off_countable` with an empty exceptional set gives 0. In `contour_weight`, `hsplit` distributes f over the sum, `hsum` exchanges sum and integral using the integrability `hint` of each term, and `split_ifs` sorts each label into inside or not inside, where `he k` turns R ≤ |e_k − c| into the strict inequality. The geometric series of the derivation do not appear, since the general f goes through the two Cauchy results. In `trace_resolvent`, `h1` is z − H = U (z − D) V, `h2` is the product that equals 1, and `Matrix.trace_mul_cycle` brings V next to U. `band_energy` uses `circleIntegral.integral_congr` to replace the integrand by one that agrees with it on the circle.

## The device DiffContOnCl

The predicate `DiffContOnCl ℂ f (ball c R)` bundles two conditions: f is complex differentiable on the open disc, and f is continuous on its closure. Nothing is asked beyond the circle, and differentiability on the circle is not required. From it, `hf.circleIntegral_sub_inv_smul` gives, for w in the open disc,

    ∮_C (z − w)⁻¹ f(z) dz = 2πi f(w),

written with the scalar action `•` because Mathlib allows vector-valued f. The step `hfun` rewrites the integrand into that shape. The continuity half refers to the closure of `ball c R`, and `closure_ball` identifies it with `closedBall c R` when R ≠ 0, one of the places where `hR` enters. `pole_inside` has no `hR`, since |w − c| < R already makes R positive. For f(z) = z the predicate comes from differentiability everywhere, through `differentiable_id.diffContOnCl`.

## Limits for a working code

The theorems concern the exact integral in exact complex arithmetic. Outside the matrix theorems, the pole form of G is the starting assumption: its origin in a many-body Hamiltonian is not derived, and positivity or sum rules of the a_k are neither used nor obtained. The number of poles is finite, so continua, branch cuts and the thermodynamic limit are excluded, as is a metal in which the contour must pass through a band. The contour is a full circle; rectangles, ellipses and half contours completed by a symmetry of G are not treated. The matrix theorems assume a diagonalisable H and the unit matrix as overlap. Diagonalisability belongs to this proof and not to the formula: for a defective matrix a triangular form gives the same trace, with eigenvalues counted by algebraic multiplicity, but the file does not prove that case. It also does not address (z S − H)⁻¹ with an overlap matrix S directly. A Fermi function is an admissible f in `contour_weight` only if none of its poles lies in the closed disc. No quadrature bound is given: the identity holds however close a pole comes to the circle, while a finite grid can be expected to lose accuracy as that distance shrinks. That expectation, like the physical readings of a_k and e_k above, is commentary and has no theorem behind it in the file.
